# A continuously differentiable force field on ℝⁿ has an energy exactly when its Jacobian is symmetric everywhere

## Does integrating predicted forces give an energy that returns them?

My machine-learned model predicts the forces on the atoms directly, with no energy behind them. I can still pick a reference geometry, integrate the predicted force along a straight line to any other geometry, and call minus the result the energy. This gives one number per geometry, so it looks like a potential energy surface. But is its negative gradient the force I started from? If not, what property of the forces should I look at?

## The force response must be symmetric

Let the configurations fill all of ℝⁿ, with x the displacement from your reference geometry (n = 3N for N atoms), and call a function E an energy for the force field F only if it is differentiable and F = −grad E at every x. Your straight-line number always exists for continuous F, but it need not be an energy in this sense. For continuously differentiable F it is one exactly when the Jacobian

J_ij(x) = ∂F_i/∂x_j

is symmetric at every x.

A force that fails is F(x) = (−x₁, x₀) in the plane, with coordinates numbered from 0. It is perpendicular to x, so the straight-line integral vanishes everywhere and its gradient is zero, while F is not. Here J₀₁ = −1 and J₁₀ = 1.

**Symmetry is necessary.** If F = −grad E, then J_ij = −∂²E/∂x_j∂x_i, and mixed second derivatives agree.

**Symmetry is sufficient.** Write DF(y)u for the first-order change of the force at y under a displacement u. Its components are Σ_j J_ij(y) u_j, so a symmetric J gives

⟨DF(y)u, v⟩ = Σ_ij J_ij(y) u_j v_i = Σ_ij J_ji(y) u_j v_i = ⟨DF(y)v, u⟩.

Now define

E(x) = −∫₀¹ ⟨F(tx), x⟩ dt.

The derivative of the integrand ⟨F(tx), x⟩ with respect to x, in the direction v, is

t⟨DF(tx)v, x⟩ + ⟨F(tx), v⟩ = ⟨F(tx) + t DF(tx)x, v⟩,

where the symmetry has exchanged v and x. The gradient of the integrand is therefore

F(tx) + t DF(tx)x = d/dt [t F(tx)].

It is continuous in x and t, hence bounded for x in a closed ball and t in [0, 1], so the gradient may be taken under the integral:

grad E(x) = −∫₀¹ d/dt [t F(tx)] dt = −F(x).

**The energy is unique up to a constant.** If E is any energy for a continuous F, then d/dt E(tx) = −⟨F(tx), x⟩. Integrating from 0 to 1 gives

E(x) = −∫₀¹ ⟨F(tx), x⟩ dt + E(0).

**Linear forces.** For F(x) = −Kx the Jacobian is −K everywhere, so an energy exists exactly when the force-constant matrix K is symmetric. The rotating force above has K with rows (0, 1) and (−1, 0).

In the Lean file, `Conf n` is ℝⁿ with its Euclidean inner product. `IsEnergyFor E F` says that E has gradient −F(x) at every x, which includes differentiability. `jacobian F x i j` is J_ij(x), and `radialEnergy F` is your straight-line energy, set to zero at the reference geometry. The main statement is `exists_energy_iff_jacobian_isSymm`; that the radial energy is then an energy is `radialEnergy_isEnergyFor`. Both assume `ContDiff ℝ 1 F`: the force changes smoothly with geometry and its response to displacements is continuous. A model with kinks in its forces, for example at a cutoff, does not meet this.

```lean
import Mathlib

open scoped Matrix

namespace ConservativeForces

noncomputable section

/-- The space of configurations with `n` Cartesian coordinates. -/
abbrev Conf (n : ℕ) := EuclideanSpace ℝ (Fin n)

variable {n : ℕ}

/-- `E` is an energy for the force field `F`: it is differentiable with `F = -grad E`
at every configuration. -/
def IsEnergyFor (E : Conf n → ℝ) (F : Conf n → Conf n) : Prop :=
  ∀ x, HasGradientAt E (-F x) x

/-- The Jacobian matrix of a differentiable force field: entry `i j` is the derivative of the
force component `i` along the coordinate `j`. -/
def jacobian (F : Conf n → Conf n) (x : Conf n) : Matrix (Fin n) (Fin n) ℝ :=
  fun i j => (fderiv ℝ F x (EuclideanSpace.single j 1)) i

/-- Minus the work done by a continuous force field along the straight path from the origin
to `x`. -/
def radialEnergy (F : Conf n → Conf n) (x : Conf n) : ℝ :=
  -∫ t in (0 : ℝ)..1, inner ℝ (F (t • x)) x

/-- The linear force `-K x` with force-constant matrix `K`. -/
def harmonicForce (K : Matrix (Fin n) (Fin n) ℝ) : Conf n →L[ℝ] Conf n :=
  LinearMap.toContinuousLinearMap
    { toFun := fun x => WithLp.toLp 2 (-(K *ᵥ x.ofLp))
      map_add' := by
        intro u v
        ext i
        simp [Matrix.mulVec_add, add_comm]
      map_smul' := by
        intro c u
        ext i
        simp [Matrix.mulVec_smul] }

/-- If a differentiable force field has an energy, its Jacobian is symmetric. -/
theorem jacobian_isSymm_of_energy {E : Conf n → ℝ} {F : Conf n → Conf n}
    (hF : Differentiable ℝ F) (hE : IsEnergyFor E F) (x : Conf n) :
    (jacobian F x).IsSymm := by
  obtain ⟨L, hL⟩ : ∃ L : Conf n →L[ℝ] Conf n →L[ℝ] ℝ, ∀ a b, L a b = inner ℝ a b :=
    ⟨innerSL ℝ, fun _ _ => rfl⟩
  have h1 : ∀ y, HasFDerivAt E (-(L (F y))) y := fun y =>
    (hE y).hasFDerivAt.congr_fderiv (ContinuousLinearMap.ext fun v => by simp [hL])
  have h2 : HasFDerivAt (fun y => -(L (F y))) (-(L.comp (fderiv ℝ F x))) x :=
    (L.hasFDerivAt.comp x (hF x).hasFDerivAt).neg
  -- mixed second derivatives of the energy agree
  refine Matrix.IsSymm.ext fun i j => ?_
  have h3 := second_derivative_symmetric h1 h2
    (EuclideanSpace.single j 1) (EuclideanSpace.single i 1)
  simpa [jacobian, hL, EuclideanSpace.inner_single_right] using h3.symm

/-- For a differentiable force field, the Jacobian matrix gives the linear response of the force to
a displacement `u`. -/
theorem fderiv_apply_coord (F : Conf n → Conf n) (x u : Conf n) (i : Fin n) :
    (fderiv ℝ F x u) i = ∑ j, jacobian F x i j * u j := by
  have h := (EuclideanSpace.basisFun (Fin n) ℝ).sum_repr u
  simp only [EuclideanSpace.basisFun_repr, EuclideanSpace.basisFun_apply] at h
  conv_lhs => rw [← h]
  rw [map_sum]
  simp [jacobian, mul_comm]

/-- For a differentiable force field with a symmetric Jacobian at `x`, the response to `u` measured
along `v` equals the response to `v` measured along `u`. -/
theorem response_reciprocal {F : Conf n → Conf n} {x : Conf n}
    (hs : (jacobian F x).IsSymm) (u v : Conf n) :
    inner ℝ (fderiv ℝ F x u) v = inner ℝ (fderiv ℝ F x v) u := by
  simp only [PiLp.inner_apply, RCLike.inner_apply, conj_trivial, fderiv_apply_coord,
    Finset.mul_sum]
  rw [Finset.sum_comm]
  refine Finset.sum_congr rfl fun i _ => Finset.sum_congr rfl fun j _ => ?_
  rw [hs.apply i j]
  ring

/-- Along the ray through `x`, the derivative of `t F(tx)` is `F(tx) + t DF(tx) x`, for a
differentiable force field. -/
theorem hasDerivAt_ray {F : Conf n → Conf n} (hF : Differentiable ℝ F) (x : Conf n) (t : ℝ) :
    HasDerivAt (fun s : ℝ => s • F (s • x)) (F (t • x) + t • fderiv ℝ F (t • x) x) t := by
  have a : HasDerivAt (fun s : ℝ => s • x) x t := by
    simpa using (hasDerivAt_id t).smul_const x
  have b := (hF (t • x)).hasFDerivAt.comp_hasDerivAt t a
  exact ((hasDerivAt_id t).smul b).congr_deriv (by simp [add_comm])

/-- For a continuously differentiable force field with symmetric Jacobian everywhere, the
radial energy is an energy. -/
theorem radialEnergy_isEnergyFor {F : Conf n → Conf n} (hF : ContDiff ℝ 1 F)
    (hs : ∀ x, (jacobian F x).IsSymm) : IsEnergyFor (radialEnergy F) F := by
  intro x
  obtain ⟨L, hL⟩ : ∃ L : Conf n →L[ℝ] Conf n →L[ℝ] ℝ, ∀ a b, L a b = inner ℝ a b :=
    ⟨innerSL ℝ, fun _ _ => rfl⟩
  have hc := hF.continuous
  have hdf : Differentiable ℝ F := hF.differentiable (by simp)
  have hd : Continuous (fderiv ℝ F) := hF.continuous_fderiv (by simp)
  let G : Conf n → ℝ → Conf n := fun y t => F (t • y) + t • fderiv ℝ F (t • y) y
  have hG : Continuous (fun p : Conf n × ℝ => L (G p.1 p.2)) := by
    have e : Continuous (fun p : Conf n × ℝ => p.2 • p.1) := continuous_snd.smul continuous_fst
    exact L.continuous.comp
      ((hc.comp e).add (continuous_snd.smul ((hd.comp e).clm_apply continuous_fst)))
  have hGx : Continuous (fun t : ℝ => L (G x t)) :=
    hG.comp (continuous_const.prodMk continuous_id)
  have hI : ∀ y : Conf n, Continuous (fun t : ℝ => inner ℝ (F (t • y)) y) := fun y =>
    (hc.comp (continuous_id.smul continuous_const)).inner continuous_const
  -- the gradient of the integrand, by reciprocity of the response
  have hder : ∀ (t : ℝ) (y : Conf n),
      HasFDerivAt (fun z => inner ℝ (F (t • z)) z) (L (G y t)) y := by
    intro t y
    have h1 : HasFDerivAt (fun z => F (t • z))
        ((fderiv ℝ F (t • y)).comp (t • ContinuousLinearMap.id ℝ (Conf n))) y :=
      HasFDerivAt.comp y (hdf (t • y)).hasFDerivAt ((hasFDerivAt_id y).const_smul t)
    refine (h1.inner ℝ (hasFDerivAt_id y)).congr_fderiv (ContinuousLinearMap.ext fun v => ?_)
    have s := response_reciprocal (hs (t • y)) v y
    simp [hL, G, fderivInnerCLM_apply, real_inner_smul_left, s]
  -- a uniform bound near `x` allows differentiation under the integral
  obtain ⟨C, hC⟩ := ((isCompact_closedBall x 1).prod
    (isCompact_Icc (a := (0 : ℝ)) (b := 1))).exists_bound_of_continuousOn hG.continuousOn
  have key : HasFDerivAt (fun y => ∫ t in (0 : ℝ)..1, inner ℝ (F (t • y)) y)
      (∫ t in (0 : ℝ)..1, L (G x t)) x := by
    refine intervalIntegral.hasFDerivAt_integral_of_dominated_of_fderiv_le
      (F' := fun y t => L (G y t)) (bound := fun _ => C)
      (Metric.closedBall_mem_nhds x one_pos)
      (Filter.Eventually.of_forall fun y => (hI y).aestronglyMeasurable)
      ((hI x).intervalIntegrable _ _) hGx.aestronglyMeasurable ?_
      (continuous_const.intervalIntegrable _ _)
      (Filter.Eventually.of_forall fun t _ y _ => hder t y)
    refine Filter.Eventually.of_forall fun t ht y hy => hC (y, t) ⟨hy, ?_⟩
    rw [Set.uIoc_of_le zero_le_one] at ht
    exact ⟨ht.1.le, ht.2⟩
  -- the remaining integrand is a total derivative along the ray
  have hint : ∫ t in (0 : ℝ)..1, L (G x t) = L (F x) := by
    have h : ∀ t ∈ Set.uIcc (0 : ℝ) 1,
        HasDerivAt (fun s : ℝ => L (s • F (s • x))) (L (G x t)) t := fun t _ =>
      L.hasFDerivAt.comp_hasDerivAt t (hasDerivAt_ray hdf x t)
    rw [intervalIntegral.integral_eq_sub_of_hasDerivAt h (hGx.intervalIntegrable _ _)]
    simp
  rw [hint] at key
  rw [hasGradientAt_iff_hasFDerivAt]
  exact key.neg.congr_fderiv (ContinuousLinearMap.ext fun v => by simp [hL])

/-- A continuously differentiable force field has an energy exactly when its Jacobian is
symmetric at every configuration. -/
theorem exists_energy_iff_jacobian_isSymm {F : Conf n → Conf n} (hF : ContDiff ℝ 1 F) :
    (∃ E, IsEnergyFor E F) ↔ ∀ x, (jacobian F x).IsSymm :=
  ⟨fun ⟨_, hE⟩ => jacobian_isSymm_of_energy (hF.differentiable (by simp)) hE,
    fun hs => ⟨radialEnergy F, radialEnergy_isEnergyFor hF hs⟩⟩

/-- Every energy of a continuous force field is the radial energy plus its own value at the
origin. -/
theorem energy_eq_radialEnergy {E : Conf n → ℝ} {F : Conf n → Conf n}
    (hF : Continuous F) (hE : IsEnergyFor E F) (x : Conf n) :
    E x = radialEnergy F x + E 0 := by
  have h : ∀ t ∈ Set.uIcc (0 : ℝ) 1,
      HasDerivAt (fun s : ℝ => E (s • x)) (-(inner ℝ (F (t • x)) x)) t := by
    intro t _
    have a : HasDerivAt (fun s : ℝ => s • x) x t := by
      simpa using (hasDerivAt_id t).smul_const x
    exact ((hE (t • x)).hasFDerivAt.comp_hasDerivAt t a).congr_deriv (by simp)
  have hc : Continuous (fun t : ℝ => -(inner ℝ (F (t • x)) x)) :=
    ((hF.comp (continuous_id.smul continuous_const)).inner continuous_const).neg
  have key := intervalIntegral.integral_eq_sub_of_hasDerivAt h (hc.intervalIntegrable _ _)
  rw [intervalIntegral.integral_neg, one_smul, zero_smul] at key
  unfold radialEnergy
  linarith

/-- The Jacobian of the linear force `-K x` is `-K`. -/
theorem jacobian_harmonicForce (K : Matrix (Fin n) (Fin n) ℝ) (x : Conf n) :
    jacobian (harmonicForce K) x = -K := by
  ext i j
  unfold jacobian
  rw [ContinuousLinearMap.fderiv]
  simp [harmonicForce]

/-- The linear force `-K x` has an energy exactly when the force-constant matrix `K` is
symmetric. -/
theorem harmonicForce_energy_iff (K : Matrix (Fin n) (Fin n) ℝ) :
    (∃ E, IsEnergyFor E (harmonicForce K)) ↔ K.IsSymm := by
  rw [exists_energy_iff_jacobian_isSymm (harmonicForce K).contDiff]
  simp only [jacobian_harmonicForce]
  exact ⟨fun h => by simpa using (h 0).neg, fun h _ => h.neg⟩

end

end ConservativeForces
```

```lean
#print axioms ConservativeForces.exists_energy_iff_jacobian_isSymm
#print axioms ConservativeForces.energy_eq_radialEnergy
#print axioms ConservativeForces.harmonicForce_energy_iff
```

```
'ConservativeForces.exists_energy_iff_jacobian_isSymm' depends on axioms: [propext, Classical.choice, Quot.sound]
'ConservativeForces.energy_eq_radialEnergy' depends on axioms: [propext, Classical.choice, Quot.sound]
'ConservativeForces.harmonicForce_energy_iff' depends on axioms: [propext, Classical.choice, Quot.sound]
```

The necessary direction is `jacobian_isSymm_of_energy`, which needs F only to be differentiable. The letter `L` there is no Lagrangian; it turns a vector a into the linear map v ↦ ⟨a, v⟩. The derivative of E at y is then −L(F(y)), `h2` differentiates this once more, and `second_derivative_symmetric` is applied to two coordinate directions.

For the other direction, `fderiv_apply_coord` expands a displacement in coordinates to obtain DF(x)u from the Jacobian, and `response_reciprocal` exchanges the two sums and uses the symmetry. `hasDerivAt_ray` is the product rule for t F(tx).

These meet in `radialEnergy_isEnergyFor`, where `G y t` stands for F(ty) + t DF(ty)y. The step `hder` finds the gradient of the integrand, with reciprocity entering as `s`. The constant `C` bounds it on the closed unit ball around x times [0, 1], and `key` uses that bound to differentiate under the integral. Finally `hint` evaluates the remaining integral by the fundamental theorem of calculus. The main theorem joins the two directions.

`energy_eq_radialEnergy` integrates the derivative of E along the ray. `jacobian_harmonicForce` computes −K, and `harmonicForce_energy_iff` inserts it into the main theorem.

For a model that outputs forces directly and is smooth on all of ℝⁿ, the asymmetry of J is thus the quantity to examine. A nonzero value at a single geometry already rules out an energy, whereas symmetry at sampled geometries does not establish one. With one coordinate the condition always holds.

For real atoms the domain matters too. ℝⁿ contains geometries with coinciding atoms, where physical forces diverge. With these removed, the straight path may be blocked, as when two atoms trade places along a line. For atoms in three dimensions a symmetric Jacobian still suffices if the force is continuously differentiable at all the remaining geometries, because every closed path of geometries can be shrunk to a point without making atoms coincide, but this is not proved here. On a domain where some closed path cannot be shrunk, symmetry may not be enough: (−x₁, x₀)/(x₀² + x₁²) has a symmetric Jacobian throughout the plane without its origin, yet does work 2π around the unit circle. A periodic box differs too, since a constant nonzero force has a symmetric Jacobian but no periodic energy.
